# Replacing $r$ distinct columns of an invertible matrix multiplies its determinant by an $r \times r$ determinant

Place $N$ electrons at fixed coordinates $x_i$ and fill $N$ orbitals $\varphi_j$. The amplitude of the Slater determinant at this configuration is proportional to $\det A$, where $A_{ij} = \varphi_j(x_i)$, with rows labelled by electrons and columns by orbitals. A wavefunction written as a sum of determinants also needs the amplitudes of excited determinants, in which $r$ of the occupied orbitals are exchanged for other orbitals $\chi_p$ while the electrons stay where they are. Each excited matrix $A'$ agrees with $A$ except in $r$ columns, so the question is whether $\det A'$ can be obtained from $\det A$ and $A^{-1}$ through an object of size $r$. When $A$ is invertible and the replaced columns are distinct, it can: $\det A' = \det A \cdot \det T$ for an explicit $r \times r$ matrix $T$. In a Monte Carlo evaluation of a multi-determinant wavefunction with finitely many electrons, this gives each excited amplitude relative to the reference from a small determinant, in exact arithmetic and at configurations where the reference amplitude is nonzero.

## Matrices, selected columns and orbitals

Electrons and occupied orbitals are both labelled by a finite set `n` with $N$ elements, and the substitutions by a finite set `m` with $r$ elements. Either set may be empty. Matrix entries lie in a commutative ring `R`, of which $\mathbb{R}$ and $\mathbb{C}$ are the physical cases.

```lean
import Mathlib

open Matrix

namespace MultiColumnRatio

noncomputable section

variable {n m : Type*} [Fintype n] [DecidableEq n] [Fintype m] [DecidableEq m]
variable {R : Type*} [CommRing R]
```

A map $c$ from `m` to `n` says which columns are replaced, and an $N \times r$ matrix $U$ holds the new columns. The updated matrix is
$$A'_{ij} = \begin{cases} U_{ip} & \text{if } j = c(p), \\ A_{ij} & \text{if } j \text{ is not a value of } c. \end{cases}$$
In Lean, `Function.extend c (U i) (A i)` builds row $i$ of $A'$. It takes the value $U_{ip}$ at $j = c(p)$ and falls back on row $i$ of $A$ elsewhere. The upper case is unambiguous only when $c$ is injective, which is the hypothesis `hc` in the theorems.

```lean
/-- The matrix `A` with column `c p` replaced by column `p` of `U`, all other columns kept (for
injective `c`; otherwise one of the labels `p` sharing a column is chosen). -/
def replaceCols (A : Matrix n n R) (c : m → n) (U : Matrix n m R) : Matrix n n R :=
  Matrix.of fun i j => Function.extend c (U i) (A i) j
```

The choice of columns is turned into algebra by the $r \times N$ selection matrix $P_{pj} = \delta_{c(p),j}$. Its transpose $P^{\mathsf T}$ has the unit vector $e_{c(p)}$ as column $p$.

```lean
/-- The selection matrix `P` with entries `P p j = δ (c p) j`. -/
def selector (R : Type*) [CommRing R] (c : m → n) : Matrix m n R :=
  Matrix.of fun p j => if c p = j then 1 else 0
```

The small matrix is
$$T_{pq} = (A^{-1}U)_{c(p),q}.$$
Since $U = A\,(A^{-1}U)$, column $q$ of $A^{-1}U$ lists the coefficients with which new column $q$ is expanded in the old columns, and $T_{pq}$ is the coefficient on the old column $c(p)$. The expression `submatrix c id` keeps rows $c(p)$ and all columns. Mathlib sets `A⁻¹` to zero when $\det A$ is not invertible, so `ratioMatrix` is defined for every $A$ but has this meaning only under the hypothesis `IsUnit A.det`.

```lean
/-- The small matrix `T` with entries `T p q = (A⁻¹ U) (c p) q`. -/
def ratioMatrix (A : Matrix n n R) (c : m → n) (U : Matrix n m R) : Matrix m m R :=
  (A⁻¹ * U).submatrix c id
```

For orbitals given as functions on a set $X$ of one-electron coordinates, `slaterMatrix φ x` is the table of values $\varphi_j(x_i)$. The set $X$ is arbitrary, so a coordinate can be a position or a position together with a spin label. The orbital index set `ι` is left free, so that the same definition gives the square matrix $A_{ij} = \varphi_j(x_i)$ and the rectangular matrix $U_{iq} = \chi_q(x_i)$.

```lean
/-- The matrix of orbital values: entry `(i, j)` is orbital `φ j` at electron position `x i`. -/
def slaterMatrix {X ι : Type*} (φ : ι → X → R) (x : n → X) : Matrix n ι R :=
  Matrix.of fun i j => φ j (x i)
```

The excited orbital set has $\chi_p$ in slot $c(p)$ and $\varphi_j$ in every other slot. This fixes the sign convention: the new orbital stands exactly where the old one stood. A convention that sorts the orbitals into a standard order afterwards differs by the sign of the sorting permutation.

```lean
/-- The orbital set in which orbital `φ (c p)` is substituted by `χ p`, the others kept (for
injective `c`; otherwise one of the labels `p` sharing a slot is chosen). -/
def excite {X : Type*} (φ : n → X → R) (c : m → n) (χ : m → X → R) : n → X → R :=
  Function.extend c χ φ
```

## Column replacement as an additive update

Multiplying any matrix $M$ with $N$ rows from the left by $P$ picks out rows:
$$(PM)_{pq} = \sum_j \delta_{c(p),j} M_{jq} = M_{c(p),q}.$$
No condition on $c$ is needed. The proof of `selector_mul` compares entries and lets `simp` collapse the sum over the delta.

```lean
omit [Fintype m] [DecidableEq m] in
/-- Multiplying from the left by the selection matrix picks out the rows `c p`. -/
theorem selector_mul {k : Type*} (c : m → n) (M : Matrix n k R) :
    selector R c * M = M.submatrix c id := by
  ext p q
  simp [selector, Matrix.mul_apply]
```

Next, the claim is $A' = A + (U - AP^{\mathsf T})P$. For any $N \times r$ matrix $M$,
$$(MP)_{ij} = \sum_q M_{iq}\,\delta_{c(q),j}.$$
If $j = c(p)$, injectivity turns $\delta_{c(q),c(p)}$ into $\delta_{qp}$ and the sum is $M_{ip}$. Also $(AP^{\mathsf T})_{ip} = \sum_j A_{ij}\delta_{c(p),j} = A_{i,c(p)}$. The right-hand side at $(i, c(p))$ is therefore
$$A_{i,c(p)} + U_{ip} - A_{i,c(p)} = U_{ip}.$$
If $j$ is not a value of $c$, every delta vanishes, $(MP)_{ij} = 0$, and the entry stays $A_{ij}$. Both cases agree with the definition of $A'$.

```lean
/-- For injective `c`, replacing the columns `c p` adds to `A` the update `(U - A Pᵀ) P`. -/
theorem replaceCols_eq (A : Matrix n n R) {c : m → n} (hc : Function.Injective c)
    (U : Matrix n m R) :
    replaceCols A c U = A + (U - A * (selector R c)ᵀ) * selector R c := by
  ext i j
  by_cases h : ∃ p, c p = j
  · -- a replaced column: the old entry is removed and the new one inserted
    obtain ⟨p, rfl⟩ := h
    have h0 : replaceCols A c U i (c p) = U i p := hc.extend_apply (U i) (A i) p
    have h1 : ∀ M : Matrix n m R, (M * selector R c) i (c p) = M i p := by
      intro M
      simp [selector, Matrix.mul_apply, hc.eq_iff]
    have h2 : (A * (selector R c)ᵀ) i p = A i (c p) := by
      simp [selector, Matrix.mul_apply]
    rw [h0, Matrix.add_apply, h1, Matrix.sub_apply, h2]
    ring
  · -- an untouched column: the update vanishes there
    have h0 : replaceCols A c U i j = A i j := Function.extend_apply' (U i) (A i) j h
    have h1 : ∀ M : Matrix n m R, (M * selector R c) i j = 0 := by
      intro M
      rw [Matrix.mul_apply]
      refine Finset.sum_eq_zero fun q _ => ?_
      have hq : c q ≠ j := fun e => h ⟨q, e⟩
      simp [selector, hq]
    rw [h0, Matrix.add_apply, h1, add_zero]
```

The `by_cases` on `∃ p, c p = j` is this split. In each branch `h0` evaluates $A'_{ij}$ and `h1` evaluates $(MP)_{ij}$. In the replaced branch `h2` evaluates $(AP^{\mathsf T})_{ip}$ and `ring` performs the cancellation.

## Factoring out the reference matrix

Now let $A$ be invertible and set $V = A^{-1}U - P^{\mathsf T}$, an $N \times r$ matrix. Then $AV = AA^{-1}U - AP^{\mathsf T} = U - AP^{\mathsf T}$, and
$$A' = A + AVP = A\,(1 + VP).$$
The hypothesis `hA : IsUnit A.det` says that $\det A$ has an inverse in `R`, which over a field means $\det A \neq 0$. The rewriting expands $A(1 + VP)$, distributes $A$ over the difference in $V$, and uses `Matrix.mul_nonsing_inv_cancel_left` for $A(A^{-1}U) = U$.

```lean
/-- For invertible `A` and injective `c` the updated matrix factorises as `A (1 + (A⁻¹ U - Pᵀ) P)`.
-/
theorem replaceCols_factor (A : Matrix n n R) (hA : IsUnit A.det) {c : m → n}
    (hc : Function.Injective c) (U : Matrix n m R) :
    replaceCols A c U = A * (1 + (A⁻¹ * U - (selector R c)ᵀ) * selector R c) := by
  rw [replaceCols_eq A hc, Matrix.mul_add, Matrix.mul_one,
    ← Matrix.mul_assoc A (A⁻¹ * U - (selector R c)ᵀ), Matrix.mul_sub,
    Matrix.mul_nonsing_inv_cancel_left A U hA]
```

Taking the two factors $V$ and $P$ in the opposite order gives an $r \times r$ matrix. By row selection and injectivity, $(PP^{\mathsf T})_{pq} = \delta_{c(q),c(p)} = \delta_{pq}$, so $PP^{\mathsf T} = 1$. Row selection applied to $A^{-1}U$ gives $PA^{-1}U = T$. Hence
$$1 + PV = 1 + PA^{-1}U - PP^{\mathsf T} = 1 + T - 1 = T.$$
This step never cancels $A$ against $A^{-1}$, and the theorem accordingly has no invertibility hypothesis. The statement `hP` is $PP^{\mathsf T} = 1$, proved separately for $p = q$ and $p \neq q$, and `abel` closes $1 + (T - 1) = T$.

```lean
/-- For distinct replaced columns, `1 + P (A⁻¹ U - Pᵀ)` is the small matrix `T`. -/
theorem one_add_selector_mul (A : Matrix n n R) {c : m → n} (hc : Function.Injective c)
    (U : Matrix n m R) :
    1 + selector R c * (A⁻¹ * U - (selector R c)ᵀ) = ratioMatrix A c U := by
  -- injectivity of `c` gives `P Pᵀ = 1`
  have hP : selector R c * (selector R c)ᵀ = 1 := by
    rw [selector_mul]
    ext p q
    by_cases h : p = q
    · subst h
      simp [selector]
    · have h' : c q ≠ c p := fun e => h (hc e).symm
      simp [selector, h, h']
  rw [Matrix.mul_sub, hP, selector_mul, ratioMatrix]
  abel
```

## From size $N$ to size $r$

The identity $\det(1 + VP) = \det(1 + PV)$ relates a determinant of size $N$ to one of size $r$. It follows from two block eliminations of one matrix of size $N + r$:
$$\begin{pmatrix} 1 & V \\ 0 & 1 \end{pmatrix}\begin{pmatrix} 1 & -V \\ P & 1 \end{pmatrix} = \begin{pmatrix} 1 + VP & 0 \\ P & 1 \end{pmatrix}, \qquad \begin{pmatrix} 1 & 0 \\ -P & 1 \end{pmatrix}\begin{pmatrix} 1 & -V \\ P & 1 \end{pmatrix} = \begin{pmatrix} 1 & -V \\ 0 & 1 + PV \end{pmatrix}.$$
The left factors have determinant one and the results are block triangular, so both $\det(1 + VP)$ and $\det(1 + PV)$ equal the determinant of the middle matrix. Mathlib supplies the identity as `Matrix.det_one_add_mul_comm`. Combining the steps,
$$\det A' = \det A \cdot \det(1 + VP) = \det A \cdot \det(1 + PV) = \det A \cdot \det T.$$

```lean
/-- Replacing the distinct columns `c p` of an invertible `A` by the columns of `U` multiplies
the determinant by the determinant of the small matrix `(A⁻¹ U) (c p) q`. -/
theorem det_replaceCols (A : Matrix n n R) (hA : IsUnit A.det) {c : m → n}
    (hc : Function.Injective c) (U : Matrix n m R) :
    (replaceCols A c U).det = A.det * (ratioMatrix A c U).det := by
  -- `det (1 + V P) = det (1 + P V)` reduces the size from `n` to `m`
  rw [replaceCols_factor A hA hc, Matrix.det_mul, Matrix.det_one_add_mul_comm,
    one_add_selector_mul A hc]
```

In words, `det_replaceCols` says that for a square matrix $A$ over a commutative ring with invertible determinant, an injective $c$ and any $U$, the determinant after the replacement is the old determinant times $\det T$. Nothing is assumed about $U$, so $A'$ may be singular, and over a field that happens exactly when $\det T = 0$. The four rewrites are the factorisation, the product rule for determinants, the exchange of $VP$ for $PV$, and $1 + PV = T$. Injectivity of $c$ means that each substitution empties a different occupied orbital. If two labels pointed at the same column, $T$ would have two equal rows and a zero determinant, while `Function.extend` would insert one of the two candidate columns and $\det A'$ would have no reason to vanish.

## The inverse after the replacement

To take $A'$ as the next reference one needs $A'^{-1}$. Let $V$ and $P$ for the moment be arbitrary matrices of sizes $N \times r$ and $r \times N$, with $A$ and $S = 1 + PV$ invertible. Associativity gives
$$(1 + VP)V = V + VPV = V(1 + PV) = VS.$$
Multiplying $A(1 + VP)$ by the candidate inverse $A^{-1} - VS^{-1}PA^{-1}$,
$$A\left[(1 + VP)A^{-1} - (1 + VP)VS^{-1}PA^{-1}\right] = A\left[(1 + VP)A^{-1} - VPA^{-1}\right] = AA^{-1} = 1.$$
A right inverse of a square matrix is its inverse, so
$$\left[A(1 + VP)\right]^{-1} = A^{-1} - V(1 + PV)^{-1}PA^{-1}.$$
The Woodbury identity is usually written for $A + WCP$, with $W$ of size $N \times r$ and an invertible $r \times r$ middle factor $C$. The statement `inv_mul_one_add` is its form with $C = 1$ and $W = AV$.

```lean
/-- Woodbury formula in product form: if `A` and `1 + P V` are invertible, the inverse of
`A (1 + V P)` is `A⁻¹ - V (1 + P V)⁻¹ P A⁻¹`. -/
theorem inv_mul_one_add (A : Matrix n n R) (hA : IsUnit A.det) (V : Matrix n m R)
    (P : Matrix m n R) (hT : IsUnit (1 + P * V).det) :
    (A * (1 + V * P))⁻¹ = A⁻¹ - V * (1 + P * V)⁻¹ * (P * A⁻¹) := by
  apply Matrix.inv_eq_right_inv
  -- push-through identity
  have h1 : (1 + V * P) * V = V * (1 + P * V) := by
    rw [Matrix.add_mul, Matrix.mul_add, Matrix.one_mul, Matrix.mul_one, Matrix.mul_assoc]
  calc A * (1 + V * P) * (A⁻¹ - V * (1 + P * V)⁻¹ * (P * A⁻¹))
      = A * ((1 + V * P) * A⁻¹ - (1 + V * P) * V * (1 + P * V)⁻¹ * (P * A⁻¹)) := by
        simp only [Matrix.mul_sub, Matrix.mul_assoc]
    _ = A * ((1 + V * P) * A⁻¹ - V * (P * A⁻¹)) := by
        rw [h1, Matrix.mul_nonsing_inv_cancel_right (1 + P * V) V hT]
    _ = A * A⁻¹ := by
        rw [Matrix.add_mul, Matrix.one_mul, Matrix.mul_assoc V P, add_sub_cancel_right]
    _ = 1 := Matrix.mul_nonsing_inv A hA
```

`Matrix.inv_eq_right_inv` reduces the goal to the product being $1$, `h1` is $(1 + VP)V = VS$, and the lines of the `calc` block follow the displayed chain, with `Matrix.mul_nonsing_inv_cancel_right` removing $SS^{-1}$.

For the selection matrix $P$ and $V = A^{-1}U - P^{\mathsf T}$ one has $S = T$, and $PA^{-1}$ is the $r \times N$ matrix $B$ of rows $c(p)$ of $A^{-1}$. Thus
$$A'^{-1} = A^{-1} - \left(A^{-1}U - P^{\mathsf T}\right)T^{-1}B.$$
The extra hypothesis `hT` asks that $\det T$ be invertible. In view of $\det A' = \det A \cdot \det T$, over a field this is the condition that the excited determinant be nonzero at the same configuration. Once $A^{-1}$ is known, the only new inversion is of size $r$. The proof restates `hT` in terms of $1 + PV$, factorises $A'$, applies the product formula and translates back to $T$ and $B$.

```lean
/-- If `A` and the small matrix `T` are invertible, the inverse after the column replacement is
`A⁻¹ - (A⁻¹ U - Pᵀ) T⁻¹ B`, where `B` holds the rows `c p` of `A⁻¹`. -/
theorem inv_replaceCols (A : Matrix n n R) (hA : IsUnit A.det) {c : m → n}
    (hc : Function.Injective c) (U : Matrix n m R) (hT : IsUnit (ratioMatrix A c U).det) :
    (replaceCols A c U)⁻¹ =
      A⁻¹ - (A⁻¹ * U - (selector R c)ᵀ) * (ratioMatrix A c U)⁻¹ * A⁻¹.submatrix c id := by
  rw [← one_add_selector_mul A hc] at hT
  rw [replaceCols_factor A hA hc, inv_mul_one_add A hA _ _ hT, one_add_selector_mul A hc,
    selector_mul]
```

## Two columns, one column, none

For a double substitution the labels are $p, q \in \{0, 1\}$, as in `Fin 2`. Writing $G = A^{-1}U$ and expanding the $2 \times 2$ determinant of $T_{pq} = G_{c(p),q}$,
$$\det A' = \det A \left(G_{c(0),0}\,G_{c(1),1} - G_{c(0),1}\,G_{c(1),0}\right).$$
The first product pairs each new orbital with the slot it occupies, and the second pairs them crosswise with a minus sign, so that exchanging the two new columns reverses the sign of the bracket. Injectivity here is $c(0) \neq c(1)$, which requires $N \geq 2$. The proof is the general theorem followed by `Matrix.det_fin_two`.

```lean
/-- Replacing two distinct columns multiplies the determinant by a direct minus an exchanged
product of entries of `A⁻¹ U`. -/
theorem det_replaceCols_two (A : Matrix n n R) (hA : IsUnit A.det) {c : Fin 2 → n}
    (hc : Function.Injective c) (U : Matrix n (Fin 2) R) :
    (replaceCols A c U).det = A.det *
      ((A⁻¹ * U) (c 0) 0 * (A⁻¹ * U) (c 1) 1 - (A⁻¹ * U) (c 0) 1 * (A⁻¹ * U) (c 1) 0) := by
  rw [det_replaceCols A hA hc, Matrix.det_fin_two]
  rfl
```

The still smaller cases are read off from the general formulas and have no theorem of their own in the file. For $r = 1$, with a single new column $u$ placed in slot $j$, the matrix $T$ is the number $t = (A^{-1}u)_j$ and $\det A' = t \det A$, which is Cramer's rule for component $j$ of the solution of $Ay = u$. With $N = 1$ as well, $A = (a)$ and the single entry of $u$ gives the ratio $u/a$. For $r = 0$ nothing is replaced, $T$ is the empty matrix with determinant one, and the formula reads $\det A = \det A$.

## The ratio of excited to reference Slater determinant

It remains to identify orbital substitution with column replacement. Let $\varphi'$ be the excited orbital set. For $j = c(p)$, $\varphi'_j(x_i) = \chi_p(x_i) = U_{ip}$, and for every other $j$, $\varphi'_j(x_i) = \varphi_j(x_i) = A_{ij}$. The matrix of values of $\varphi'$ is therefore $A'$. Over a field `K` and with $\det A \neq 0$ one may divide:
$$\frac{\det\left[\varphi'_j(x_i)\right]}{\det\left[\varphi_j(x_i)\right]} = \det T, \qquad T_{pq} = \sum_i (A^{-1})_{c(p),i}\,\chi_q(x_i).$$

```lean
/-- At electron positions where the reference Slater determinant is nonzero, the determinant with
orbitals `φ (c p)` (for injective `c`) substituted by `χ p`, divided by the reference, is the
determinant of the small matrix `T` built from the values of `φ` and `χ`. -/
theorem slater_excite_ratio {K X : Type*} [Field K] (φ : n → X → K) (χ : m → X → K)
    {c : m → n} (hc : Function.Injective c) (x : n → X) (h0 : (slaterMatrix φ x).det ≠ 0) :
    (slaterMatrix (excite φ c χ) x).det / (slaterMatrix φ x).det =
      (ratioMatrix (slaterMatrix φ x) c (slaterMatrix χ x)).det := by
  -- substituting orbitals replaces columns of the matrix of orbital values
  have hrep : slaterMatrix (excite φ c χ) x =
      replaceCols (slaterMatrix φ x) c (slaterMatrix χ x) := by
    ext i j
    by_cases h : ∃ p, c p = j
    · obtain ⟨p, rfl⟩ := h
      exact (congrFun (hc.extend_apply χ φ p) (x i)).trans
        (hc.extend_apply (slaterMatrix χ x i) (slaterMatrix φ x i) p).symm
    · exact (congrFun (Function.extend_apply' χ φ j h) (x i)).trans
        (Function.extend_apply' (slaterMatrix χ x i) (slaterMatrix φ x i) j h).symm
  rw [hrep, det_replaceCols _ (isUnit_iff_ne_zero.mpr h0) hc, div_eq_iff h0, mul_comm]

end

end MultiColumnRatio
```

```lean
#print axioms MultiColumnRatio.det_replaceCols
-- 'MultiColumnRatio.det_replaceCols' depends on axioms: [propext, Classical.choice, Quot.sound]
#print axioms MultiColumnRatio.inv_replaceCols
-- 'MultiColumnRatio.inv_replaceCols' depends on axioms: [propext, Classical.choice, Quot.sound]
#print axioms MultiColumnRatio.det_replaceCols_two
-- 'MultiColumnRatio.det_replaceCols_two' depends on axioms: [propext, Classical.choice, Quot.sound]
#print axioms MultiColumnRatio.slater_excite_ratio
-- 'MultiColumnRatio.slater_excite_ratio' depends on axioms: [propext, Classical.choice, Quot.sound]
```

In the proof, `hrep` is the identification of the two matrices, entry by entry, with the same split into replaced and untouched columns as before. Then `isUnit_iff_ne_zero` converts `h0` into the invertibility hypothesis of `det_replaceCols`, and `div_eq_iff` clears the denominator.

The hypothesis `h0` says that the configuration $x$ lies off the nodal set of the reference determinant. It is assumed for the given $x$ and fails, for instance, when two electrons share the same coordinate. The orbitals are arbitrary functions, with no orthogonality, normalisation or continuity required, and $\chi_p$ need not be independent of the $\varphi_j$. The determinants carry no prefactor. If the reference set $\varphi$ and the excited set $\varphi'$ are each orthonormal, the normalised wavefunctions are $\det A / \sqrt{N!}$ and $\det A' / \sqrt{N!}$, and their ratio is the same $\det T$. For non-orthonormal sets the two norms may differ, and the theorem then concerns the unnormalised amplitudes. The statement is pointwise: it compares two determinants at one configuration and involves no integral, Hamiltonian or expansion coefficient. With electrons labelling rows, a move of electrons changes rows of $A$, whereas the theorems are stated for columns. Operation counts are not part of these statements over an exact field, and neither are rounding errors, which can become important as $\det A$ approaches zero near a node.
